# The bead correlation of a harmonic ring polymer is a hyperbolic cosine

One way to check a path-integral sampler is to run it on a harmonic oscillator and compare the sampled bead covariance $\langle x_0x_j\rangle$ with its exact value for the same discretised action and the same number of beads $P$. The error due to finite $P$ then drops out of the comparison. The exact value comes from inverting the matrix that couples the beads, and for one harmonic degree of freedom this inverse has a closed form.

Let $m$ be the mass, $\omega>0$ the frequency and $\beta$ the inverse temperature. With the primitive discretisation, the beads have weight $e^{-S}$, where

$$S=\sum_{j=0}^{P-1}\left[\frac{mP}{2\beta\hbar^2}(x_{j+1}-x_j)^2+\frac{\beta m\omega^2}{2P}x_j^2\right],\qquad x_P=x_0 .$$

Differentiating with respect to $x_j$ gives

$$\frac{\partial S}{\partial x_j}=\frac{mP}{\beta\hbar^2}\,(Kx)_j,\qquad (Kx)_j=2\cosh\theta\,x_j-x_{j+1}-x_{j-1},$$

where $\theta>0$ is fixed by $2\cosh\theta=2+(\beta\hbar\omega/P)^2$, or equivalently $2\sinh(\theta/2)=\beta\hbar\omega/P$. The covariance of the Gaussian weight $e^{-S}$ is the inverse of the matrix of second derivatives of $S$, so $\langle x_0x_j\rangle=\frac{\beta\hbar^2}{mP}\,g_j$, where $g$ is the response of $K$ to a unit source on bead 0.

**Claim.** Let $\theta>0$ and $P\ge1$. There is exactly one $P$-periodic real sequence $g$ on the integers with $(Kg)_j=1$ when $P$ divides $j$ and $(Kg)_j=0$ otherwise. It is

$$g_j=\frac{\cosh\big((P/2-j)\theta\big)}{2\sinh\theta\,\sinh(P\theta/2)},\qquad 0\le j\le P .$$

## Uniqueness from the largest bead, existence from the addition theorems

**Uniqueness.** Let $x$ be $P$-periodic with $(Kx)_j\le0$ for every $j$. A periodic sequence takes finitely many values, so it has a largest one, $x_m$ (here $m$ labels a bead and is not the mass). Its neighbours are no larger, hence

$$2\cosh\theta\,x_m\le x_{m+1}+x_{m-1}\le 2x_m ,$$

so $(\cosh\theta-1)x_m\le0$. Since $\cosh\theta>1$, it follows that $x_m\le0$, and every $x_j\le0$.

If $x$ and $y$ are periodic and $Kx=Ky$, this applies to both $x-y$ and $y-x$, because $K$ is linear. Both differences are nowhere positive, so $x=y$.

**Existence.** Write $A=P\theta/2$ and $D=2\sinh\theta\sinh A$, which is positive. The formula gives $\cosh(A)/D$ at $j=0$ and $\cosh(-A)/D$ at $j=P$. These agree, so it extends to a periodic sequence.

For $0<j<P$, both neighbours lie in the range of the formula. With $B=(P/2-j)\theta$,

$$D\,(Kg)_j=2\cosh\theta\cosh B-\cosh(B-\theta)-\cosh(B+\theta)=0 .$$

At $j=0$, periodicity gives $g_{-1}=g_{P-1}=\cosh(-(A-\theta))/D$, which equals $g_1=\cosh(A-\theta)/D$. Therefore

$$D\,(Kg)_0=2\cosh\theta\cosh A-2\cosh(A-\theta)=2\sinh\theta\sinh A=D ,$$

and $(Kg)_0=1$. Periodicity carries both results to all integers. For $P=1$ only the source equation remains, and $g_0=1/(2\cosh\theta-2)$.

**Normal modes.** Let $a_k=2\pi k/P$ for $k=0,\dots,P-1$. From $\cos(a(j+1))+\cos(a(j-1))=2\cos a\cos(aj)$, the wave $\cos(a_kj)$ is an eigenmode of $K$ with eigenvalue $\lambda_k=2\cosh\theta-2\cos a_k>0$. Put $z=e^{2\pi ij/P}$, so that $\sum_k\cos(a_kj)=\operatorname{Re}\sum_k z^k$. If $P$ divides $j$, then $z=1$ and the sum is $P$. Otherwise $z\ne1$, while $(z-1)\sum_kz^k=z^P-1=0$, so the sum vanishes. Hence

$$K\left[\sum_{k=0}^{P-1}\frac{\cos(a_kj)}{P\lambda_k}\right]=\frac1P\sum_{k=0}^{P-1}\cos(a_kj)$$

is the unit source. The bracket is $P$-periodic, since a shift by $P$ adds $2\pi k$ to each phase. By uniqueness it equals $g_j$.

## The ring and its stiffness operator in Lean

```lean
import Mathlib

open Finset

namespace RingPolymerCorrelation

noncomputable section
```

A bead configuration is a function `ℤ → ℝ`. Ring closure is not built into this type; it enters as the hypothesis `Function.Periodic x (P : ℤ)`. The operator $K$ is `stiffness`.

```lean
/-- The stiffness operator of the harmonic ring polymer: each bead is coupled to its two
neighbours, with on-site coefficient `2 cosh θ`. -/
def stiffness (θ : ℝ) (x : ℤ → ℝ) (j : ℤ) : ℝ :=
  2 * Real.cosh θ * x j - x (j + 1) - x (j - 1)
```

The parameter `θ` is a bare real number: temperature and frequency enter it through the relation given above, and the mass appears only in the prefactor $\beta\hbar^2/(mP)$, which is left out of the Lean code. The hypothesis `0 < θ` used later stands for a bound oscillator at finite temperature. It excludes the free ring polymer, whose centroid mode has eigenvalue zero, so that $K$ has no inverse.

```lean
/-- The harmonic bead correlation at separation `j`, in units of `βħ²/(mP)`, with `j` reduced modulo
the number `P` of beads. -/
def beadCorrelation (P : ℕ) (θ : ℝ) (j : ℤ) : ℝ :=
  Real.cosh (((P : ℝ) / 2 - ((j % (P : ℤ) : ℤ) : ℝ)) * θ) /
    (2 * Real.sinh θ * Real.sinh ((P : ℝ) * θ / 2))
```

Here `j % (P : ℤ)` is the remainder between $0$ and $P-1$, for negative `j` as well, which makes the closed form periodic by construction.

```lean
/-- The phase advance per bead, `2πk/P`, of the `k`-th normal mode. -/
def modeAngle (P k : ℕ) : ℝ := 2 * Real.pi * k / P
```

This is the angle $a_k$.

## The maximum principle on the ring

```lean
variable {P : ℕ} {θ : ℝ}

/-- On a closed ring the value at a bead depends only on its label modulo `P`. -/
theorem periodic_emod {x : ℤ → ℝ} (hx : Function.Periodic x (P : ℤ)) (j : ℤ) :
    x (j % (P : ℤ)) = x j := by
  have h : x (j - (j / (P : ℤ)) • (P : ℤ)) = x j := hx.sub_zsmul_eq _
  rw [smul_eq_mul, mul_comm, ← Int.emod_def] at h
  exact h
```

Subtracting a whole number of periods from `j` leaves its remainder, so a periodic sequence is determined by one period.

```lean
/-- Maximum principle: a ring configuration on which the stiffness operator is nowhere
positive is itself nowhere positive. -/
theorem nonpos_of_stiffness_nonpos (hθ : 0 < θ) (hP : 0 < P) {x : ℤ → ℝ}
    (hx : Function.Periodic x (P : ℤ)) (h : ∀ j, stiffness θ x j ≤ 0) (j : ℤ) :
    x j ≤ 0 := by
  have hP' : (0 : ℤ) < P := by exact_mod_cast hP
  -- the bead with the largest displacement
  obtain ⟨m, -, hm⟩ := Finset.exists_max_image (Finset.Ico (0 : ℤ) P) x
    ⟨0, Finset.mem_Ico.2 ⟨le_refl _, hP'⟩⟩
  have hmax : ∀ i, x i ≤ x m := fun i =>
    (periodic_emod hx i).symm.le.trans (hm _ (Finset.mem_Ico.2
      ⟨Int.emod_nonneg _ hP'.ne', Int.emod_lt_of_pos _ hP'⟩))
  have hc : 1 < Real.cosh θ := Real.one_lt_cosh.2 hθ.ne'
  have h0 := h m
  unfold stiffness at h0
  have hm0 : x m ≤ 0 := by
    by_contra hneg
    nlinarith [hmax (m + 1), hmax (m - 1), mul_pos (sub_pos.2 hc) (not_le.1 hneg)]
  exact (hmax j).trans hm0
```

`Finset.exists_max_image` picks the largest value on $0\le j<P$, and `periodic_emod` extends the bound to all integers as `hmax`. If $x_m$ were positive, then $(\cosh\theta-1)x_m$ would be too; `nlinarith` combines this with the two neighbour bounds and the inequality at $m$ to reach a contradiction.

```lean
/-- Two ring configurations with the same image under the stiffness operator coincide. -/
theorem eq_of_stiffness_eq (hθ : 0 < θ) (hP : 0 < P) {x y : ℤ → ℝ}
    (hx : Function.Periodic x (P : ℤ)) (hy : Function.Periodic y (P : ℤ))
    (h : ∀ j, stiffness θ x j = stiffness θ y j) : x = y := by
  funext j
  have h1 := nonpos_of_stiffness_nonpos hθ hP (x := fun i => x i - y i)
    (fun i => by simp only [hx i, hy i])
    (fun i => by have := h i; simp only [stiffness] at this ⊢; linarith) j
  have h2 := nonpos_of_stiffness_nonpos hθ hP (x := fun i => y i - x i)
    (fun i => by simp only [hx i, hy i])
    (fun i => by have := h i; simp only [stiffness] at this ⊢; linarith) j
  linarith
```

The two applications, `h1` and `h2`, are to $x-y$ and $y-x$.

## The closed form solves the equation

```lean
/-- Around one full turn of the ring, both ends included, the bead correlation is a
hyperbolic cosine centred at half the ring. -/
theorem beadCorrelation_eq {j : ℤ} (h0 : 0 ≤ j) (h1 : j ≤ P) :
    beadCorrelation P θ j = Real.cosh (((P : ℝ) / 2 - (j : ℝ)) * θ) /
      (2 * Real.sinh θ * Real.sinh ((P : ℝ) * θ / 2)) := by
  unfold beadCorrelation
  rcases h1.lt_or_eq with h | h
  · rw [Int.emod_eq_of_lt h0 h]
  · subst h
    rw [Int.emod_self, ← Real.cosh_neg]
    congr 2
    push_cast
    ring
```

For $j<P$ the remainder is $j$ itself. At $j=P$ the remainder is $0$, and the evenness of $\cosh$ makes the two expressions agree. This endpoint is needed when the right neighbour of bead $P-1$ is evaluated.

```lean
/-- The bead correlation closes on the ring and solves the stiffness equation with a unit
source on bead zero and its periodic images. -/
theorem beadCorrelation_solves (hθ : 0 < θ) (hP : 0 < P) :
    Function.Periodic (beadCorrelation P θ) (P : ℤ) ∧
      ∀ j, stiffness θ (beadCorrelation P θ) j = if (P : ℤ) ∣ j then 1 else 0 := by
  have hP' : (0 : ℤ) < P := by exact_mod_cast hP
  have hPr : (0 : ℝ) < P := by exact_mod_cast hP
  have hper : Function.Periodic (beadCorrelation P θ) (P : ℤ) := fun j => by
    simp [beadCorrelation]
  refine ⟨hper, fun j => ?_⟩
  have hsp : Function.Periodic (stiffness θ (beadCorrelation P θ)) (P : ℤ) := fun i => by
    unfold stiffness
    rw [show i + (P : ℤ) + 1 = i + 1 + P by ring, show i + (P : ℤ) - 1 = i - 1 + P by ring,
      hper, hper, hper]
  have hs : Real.sinh θ ≠ 0 := (Real.sinh_pos_iff.2 hθ).ne'
  have hS : Real.sinh ((P : ℝ) * θ / 2) ≠ 0 := (Real.sinh_pos_iff.2 (by positivity)).ne'
  have h0 := Int.emod_nonneg j hP'.ne'
  have h1 := Int.emod_lt_of_pos j hP'
  rw [← periodic_emod hsp j]
  simp only [Int.dvd_iff_emod_eq_zero]
  generalize j % (P : ℤ) = r at h0 h1 ⊢
  unfold stiffness
  rcases h0.eq_or_lt with h | h
  · -- at the source the stiffness operator gives one
    subst h
    have hm : beadCorrelation P θ (0 - 1) = beadCorrelation P θ ((P : ℤ) - 1) := by
      rw [← hper (0 - 1)]
      congr 1
    rw [if_pos rfl, hm, beadCorrelation_eq (j := 0) (by omega) (by omega),
      beadCorrelation_eq (j := 0 + 1) (by omega) (by omega),
      beadCorrelation_eq (j := (P : ℤ) - 1) (by omega) (by omega),
      show ((P : ℝ) / 2 - ((0 : ℤ) : ℝ)) * θ = (P : ℝ) * θ / 2 by push_cast; ring,
      show ((P : ℝ) / 2 - ((0 + 1 : ℤ) : ℝ)) * θ = (P : ℝ) * θ / 2 - θ by push_cast; ring,
      show ((P : ℝ) / 2 - (((P : ℤ) - 1 : ℤ) : ℝ)) * θ = -((P : ℝ) * θ / 2 - θ) by
        push_cast; ring,
      Real.cosh_neg, Real.cosh_sub]
    generalize (P : ℝ) * θ / 2 = A at hS ⊢
    rw [← mul_div_assoc, ← sub_div, ← sub_div, div_eq_one_iff_eq (by positivity)]
    ring
  · -- away from the source the addition theorem applies
    rw [if_neg (by omega), beadCorrelation_eq (j := r) (by omega) (by omega),
      beadCorrelation_eq (j := r + 1) (by omega) (by omega),
      beadCorrelation_eq (j := r - 1) (by omega) (by omega),
      show ((P : ℝ) / 2 - ((r + 1 : ℤ) : ℝ)) * θ = ((P : ℝ) / 2 - r) * θ - θ by
        push_cast; ring,
      show ((P : ℝ) / 2 - ((r - 1 : ℤ) : ℝ)) * θ = ((P : ℝ) / 2 - r) * θ + θ by
        push_cast; ring,
      Real.cosh_sub, Real.cosh_add]
    generalize ((P : ℝ) / 2 - r) * θ = B
    ring
```

The image of a periodic sequence under `stiffness` is periodic (`hsp`), so it suffices to treat the remainder `r`. The case $r=0$ is the source calculation: `hm` replaces $g_{-1}$ by $g_{P-1}$, and after the subtraction formula the numerator equals $D$. The case $r>0$ is the cancellation by the addition theorems, with the code's `A` and `B` as in the derivation above.

## The equation and the formula are equivalent

```lean
/-- A sequence on the ring solves the stiffness equation with a unit source on bead zero
exactly when it is given by the hyperbolic-cosine formula around the ring. -/
theorem ring_correlation_iff (hθ : 0 < θ) (hP : 0 < P) (g : ℤ → ℝ) :
    (Function.Periodic g (P : ℤ) ∧
      ∀ j, 2 * Real.cosh θ * g j - g (j + 1) - g (j - 1) = if (P : ℤ) ∣ j then 1 else 0) ↔
    (Function.Periodic g (P : ℤ) ∧
      ∀ j : ℤ, 0 ≤ j → j ≤ P → g j = Real.cosh (((P : ℝ) / 2 - (j : ℝ)) * θ) /
        (2 * Real.sinh θ * Real.sinh ((P : ℝ) * θ / 2))) := by
  have hP' : (0 : ℤ) < P := by exact_mod_cast hP
  obtain ⟨hper, hsol⟩ := beadCorrelation_solves hθ hP
  constructor
  · rintro ⟨hg, h⟩
    have e : g = beadCorrelation P θ :=
      eq_of_stiffness_eq hθ hP hg hper fun j => (h j).trans (hsol j).symm
    exact ⟨hg, fun j h0 h1 => by rw [e]; exact beadCorrelation_eq h0 h1⟩
  · rintro ⟨hg, h⟩
    have e : g = beadCorrelation P θ := by
      funext j
      rw [← periodic_emod hg j]
      exact h _ (Int.emod_nonneg _ hP'.ne') (Int.emod_lt_of_pos _ hP').le
    exact ⟨hg, fun j => by rw [e]; exact hsol j⟩
```

In words: for $\theta>0$, $P\ge1$ and any real sequence $g$ on the integers, being periodic and solving the source equation is equivalent to being periodic and having the stated values for $0\le j\le P$. That such a sequence exists is the content of `beadCorrelation_solves`. In both directions the proof identifies `g` with `beadCorrelation P θ`, first by uniqueness of the solution and then by comparing values on one period.

The theorem concerns the linear equation. The step from its solution to $\langle x_0x_j\rangle$ is the Gaussian average described at the start, which belongs to the physics and has no part in the Lean statement.

## The same correlation as a sum over normal modes

```lean
/-- A cosine wave with phase advance `a` per bead is an eigenmode of the stiffness operator
with eigenvalue `2 cosh θ - 2 cos a`. -/
theorem stiffness_cos (θ a : ℝ) (j : ℤ) :
    stiffness θ (fun i => Real.cos (a * i)) j =
      (2 * Real.cosh θ - 2 * Real.cos a) * Real.cos (a * j) := by
  simp only [stiffness]
  rw [show a * ((j + 1 : ℤ) : ℝ) = a * j + a by push_cast; ring,
    show a * ((j - 1 : ℤ) : ℝ) = a * j - a by push_cast; ring, Real.cos_add, Real.cos_sub]
  ring
```

The eigenmode relation holds for any real phase advance `a`, whether or not the wave closes on the ring.

```lean
/-- The mode cosines at bead `j` add up to `P` if `j` is a multiple of `P`, and cancel otherwise. -/
theorem sum_cos_modes (hP : 0 < P) (j : ℤ) :
    ∑ k ∈ range P, Real.cos (modeAngle P k * j) = if (P : ℤ) ∣ j then (P : ℝ) else 0 := by
  have hPc : (P : ℂ) ≠ 0 := by exact_mod_cast hP.ne'
  obtain ⟨z, hz⟩ : ∃ z : ℂ, z = Complex.exp (2 * Real.pi * Complex.I * j / P) := ⟨_, rfl⟩
  have hre : ∀ k : ℕ, Real.cos (modeAngle P k * j) = (z ^ k).re := fun k => by
    rw [hz, ← Complex.exp_nat_mul, ← Complex.exp_ofReal_mul_I_re]
    congr 2
    simp only [modeAngle]
    push_cast
    ring
  have hone : z = 1 ↔ (P : ℤ) ∣ j := by
    rw [hz, Complex.exp_eq_one_iff]
    constructor
    · rintro ⟨n, hn⟩
      rw [div_eq_iff hPc] at hn
      have hj : (j : ℂ) = P * n :=
        mul_left_cancel₀ Complex.two_pi_I_ne_zero (by linear_combination hn)
      exact ⟨n, by exact_mod_cast hj⟩
    · rintro ⟨n, rfl⟩
      refine ⟨n, ?_⟩
      rw [div_eq_iff hPc]
      push_cast
      ring
  simp only [hre]
  rw [← Complex.re_sum]
  split_ifs with h
  · simp [hone.2 h]
  · -- a geometric sum over a nontrivial root of unity vanishes
    have hzP : z ^ P = 1 := by
      rw [hz, ← Complex.exp_nat_mul, Complex.exp_eq_one_iff]
      exact ⟨j, by rw [mul_div_cancel₀ _ hPc]; ring⟩
    have hg := geom_sum_mul z P
    rw [hzP, sub_self] at hg
    rcases mul_eq_zero.1 hg with h0 | h0
    · rw [h0, Complex.zero_re]
    · exact absurd (hone.1 (sub_eq_zero.1 h0)) h
```

The cosines are written as real parts of powers of `z`. The statement `hone` says that $z=1$ exactly when $P$ divides $j$, and `geom_sum_mul` supplies the geometric-sum identity.

```lean
/-- The bead correlation is the average over `k = 0, …, P - 1` of the mode cosines, each divided by
its stiffness eigenvalue. -/
theorem beadCorrelation_eq_mode_sum (hθ : 0 < θ) (hP : 0 < P) (j : ℤ) :
    beadCorrelation P θ j = ∑ k ∈ range P,
      1 / (P * (2 * Real.cosh θ - 2 * Real.cos (modeAngle P k))) *
        Real.cos (modeAngle P k * j) := by
  have hPr : (P : ℝ) ≠ 0 := by exact_mod_cast hP.ne'
  obtain ⟨hper, hsol⟩ := beadCorrelation_solves hθ hP
  refine congrFun (eq_of_stiffness_eq hθ hP hper (y := fun i : ℤ => ∑ k ∈ range P,
      1 / (P * (2 * Real.cosh θ - 2 * Real.cos (modeAngle P k))) *
        Real.cos (modeAngle P k * i)) (fun i => ?_) (fun i => ?_)) j
  · refine Finset.sum_congr rfl fun k _ => ?_
    rw [show modeAngle P k * ((i + (P : ℤ) : ℤ) : ℝ)
        = modeAngle P k * i + k * (2 * Real.pi) by
      simp only [modeAngle]; push_cast; field_simp, Real.cos_add_nat_mul_two_pi]
  · -- the stiffness operator acts mode by mode and cancels the weights
    have key : stiffness θ (fun i : ℤ => ∑ k ∈ range P,
        1 / (P * (2 * Real.cosh θ - 2 * Real.cos (modeAngle P k))) *
          Real.cos (modeAngle P k * i)) i = ∑ k ∈ range P,
        1 / (P * (2 * Real.cosh θ - 2 * Real.cos (modeAngle P k))) *
          stiffness θ (fun i => Real.cos (modeAngle P k * i)) i := by
      simp only [stiffness, Finset.mul_sum, ← Finset.sum_sub_distrib]
      exact Finset.sum_congr rfl fun k _ => by ring
    have hterm : ∀ k ∈ range P,
        1 / (P * (2 * Real.cosh θ - 2 * Real.cos (modeAngle P k))) *
          stiffness θ (fun i => Real.cos (modeAngle P k * i)) i
        = Real.cos (modeAngle P k * i) / P := fun k _ => by
      have hD : 2 * Real.cosh θ - 2 * Real.cos (modeAngle P k) ≠ 0 := by
        have h1 := Real.one_lt_cosh.2 hθ.ne'
        have h2 := Real.cos_le_one (modeAngle P k)
        exact ne_of_gt (by linarith)
      rw [stiffness_cos]
      generalize 2 * Real.cosh θ - 2 * Real.cos (modeAngle P k) = D at hD ⊢
      field_simp
    rw [hsol, key, Finset.sum_congr rfl hterm, ← Finset.sum_div, sum_cos_modes hP]
    split_ifs
    · rw [div_self hPr]
    · rw [zero_div]

end

end RingPolymerCorrelation
```

Uniqueness reduces the identity to two checks: the mode sum is periodic, and it has the same image under `stiffness` as the closed form. In the second check, `key` moves the operator inside the sum, `hterm` cancels each eigenvalue against its weight, and `sum_cos_modes` evaluates what remains. In the physical model, $\beta\hbar^2/(mP\lambda_k)$ is the variance of the $k$-th normal-mode coordinate when the modes are normalised to unit length, so the identity expresses the bead covariance through the mode variances. For $0<k<P/2$ the labels $k$ and $P-k$ give the same cosine; the two independent modes with this eigenvalue are the cosine and the sine of $a_kj$. The sine vanishes at bead 0 and so contributes nothing to $\langle x_0x_j\rangle$.

```lean
#print axioms RingPolymerCorrelation.beadCorrelation_eq
-- 'RingPolymerCorrelation.beadCorrelation_eq' depends on axioms: [propext, Classical.choice, Quot.sound]
#print axioms RingPolymerCorrelation.ring_correlation_iff
-- 'RingPolymerCorrelation.ring_correlation_iff' depends on axioms: [propext, Classical.choice, Quot.sound]
#print axioms RingPolymerCorrelation.beadCorrelation_eq_mode_sum
-- 'RingPolymerCorrelation.beadCorrelation_eq_mode_sum' depends on axioms: [propext, Classical.choice, Quot.sound]
```
